# Mean energy of n lattice bosons in a single mode with contact interaction

The vacuum is represented here by a linear functional φ on an algebra of operators, and not by a vector in Fock space. The functional is normalised and vanishes on any product with an annihilator on the far right or a creator on the far left, which is enough to compute the mean energy of a condensate from commutators.

In Lean 4 with Mathlib:

```lean
import Mathlib

open ComplexConjugate

namespace CondensateMeanFieldEnergy

noncomputable section

variable {ι : Type*} [DecidableEq ι] {𝒜 : Type*} [Ring 𝒜] [Algebra ℂ 𝒜]

/-- Bosonic modes with annihilators `a i`, creators `b i` and a normalised vacuum functional `φ`,
which vanishes when an annihilator stands on the far right or a creator on the far left. -/
structure VacuumModes (a b : ι → 𝒜) (φ : 𝒜 →ₗ[ℂ] ℂ) : Prop where
  ccr : ∀ i j, a i * b j - b j * a i = if i = j then 1 else 0
  vac_one : φ 1 = 1
  vac_right : ∀ x i, φ (x * a i) = 0
  vac_left : ∀ i x, φ (b i * x) = 0

variable [Fintype ι]

/-- The operator `B = ∑ u_i b_i` creating a boson in the condensate mode `u`. -/
def condCreate (b : ι → 𝒜) (u : ι → ℂ) : 𝒜 := ∑ i, u i • b i

/-- The operator `A = ∑ conj(u_i) a_i` removing a boson from the condensate mode `u`. -/
def condAnnihilate (a : ι → 𝒜) (u : ι → ℂ) : 𝒜 := ∑ i, conj (u i) • a i

/-- The lattice Hamiltonian with one-body matrix `h` and on-site interaction of strength `g`. -/
def hamiltonian (a b : ι → 𝒜) (h : ι → ι → ℂ) (g : ℝ) : 𝒜 :=
  ∑ i, ∑ j, h i j • (b i * a j) + ((g : ℂ) / 2) • ∑ i, b i ^ 2 * a i ^ 2

/-- If the commutator of `x` and `y` is the number `c`, moving `x` through `y ^ n` produces
the extra term `n c y ^ (n - 1)`. -/
theorem mul_pow_of_scalar_commutator (x y : 𝒜) (c : ℂ) (h : x * y - y * x = c • (1 : 𝒜))
    (n : ℕ) : x * y ^ n = y ^ n * x + ((n : ℂ) * c) • y ^ (n - 1) := by
  have hxy : x * y = y * x + c • (1 : 𝒜) := sub_eq_iff_eq_add'.mp h
  induction n with
  | zero => simp
  | succ n ih =>
    have hp : ((n : ℂ) * c) • (y ^ (n - 1) * y) = ((n : ℂ) * c) • y ^ n := by
      cases n with
      | zero => simp
      | succ k => rw [Nat.add_sub_cancel, pow_succ]
    calc x * y ^ (n + 1) = (x * y ^ n) * y := by rw [pow_succ, mul_assoc]
      _ = y ^ n * (x * y) + ((n : ℂ) * c) • (y ^ (n - 1) * y) := by
        rw [ih, add_mul, smul_mul_assoc, mul_assoc]
      _ = y ^ (n + 1) * x + (((n + 1 : ℕ) : ℂ) * c) • y ^ (n + 1 - 1) := by
        rw [hp, hxy, mul_add, mul_smul_comm, mul_one, ← mul_assoc, ← pow_succ,
          Nat.add_sub_cancel]
        push_cast
        module

variable {a b : ι → 𝒜} {φ : 𝒜 →ₗ[ℂ] ℂ}

/-- In a vacuum expectation value, `a j` acting on `n` condensate bosons removes one of them
and gives the factor `n u_j`. -/
theorem vacuum_annihilate (hm : VacuumModes a b φ) (u : ι → ℂ) (x : 𝒜) (j : ι) (n : ℕ) :
    φ (x * (a j * condCreate b u ^ n)) = n * u j * φ (x * condCreate b u ^ (n - 1)) := by
  have hc : a j * condCreate b u - condCreate b u * a j = u j • (1 : 𝒜) := by
    simp only [condCreate, Finset.mul_sum, Finset.sum_mul, mul_smul_comm, smul_mul_assoc,
      ← Finset.sum_sub_distrib, ← smul_sub, hm.ccr]
    simp
  rw [mul_pow_of_scalar_commutator _ _ _ hc n, mul_add, ← mul_assoc x, map_add, hm.vac_right,
    mul_smul_comm, map_smul, smul_eq_mul, zero_add]

/-- In a vacuum expectation value, `b i` acting to the left on `n` condensate bosons removes one
of them and gives the factor `n conj(u_i)`. -/
theorem vacuum_create (hm : VacuumModes a b φ) (u : ι → ℂ) (x : 𝒜) (i : ι) (n : ℕ) :
    φ (condAnnihilate a u ^ n * b i * x)
      = n * conj (u i) * φ (condAnnihilate a u ^ (n - 1) * x) := by
  have hc : b i * condAnnihilate a u - condAnnihilate a u * b i = (-conj (u i)) • (1 : 𝒜) := by
    rw [← neg_sub, neg_smul]
    congr 1
    simp only [condAnnihilate, Finset.mul_sum, Finset.sum_mul, mul_smul_comm, smul_mul_assoc,
      ← Finset.sum_sub_distrib, ← smul_sub, hm.ccr]
    simp
  have hp : condAnnihilate a u ^ n * b i = b i * condAnnihilate a u ^ n
      + ((n : ℂ) * conj (u i)) • condAnnihilate a u ^ (n - 1) := by
    rw [mul_pow_of_scalar_commutator _ _ _ hc n]
    module
  rw [hp, add_mul, mul_assoc (b i), map_add, hm.vac_left, smul_mul_assoc, map_smul,
    smul_eq_mul, zero_add]

/-- The unnormalised condensate of `n` bosons in a unit mode has squared norm `n!`. -/
theorem condensate_norm (hm : VacuumModes a b φ) (u : ι → ℂ) (hu : ∑ i, ‖u i‖ ^ 2 = 1)
    (n : ℕ) : φ (condAnnihilate a u ^ n * condCreate b u ^ n) = (n.factorial : ℂ) := by
  have hu' : ∑ i, conj (u i) * u i = 1 := by
    have h1 : ∑ i, conj (u i) * u i = ((∑ i, ‖u i‖ ^ 2 : ℝ) : ℂ) := by
      push_cast
      exact Finset.sum_congr rfl fun i _ => Complex.conj_mul' (u i)
    rw [h1, hu, Complex.ofReal_one]
  have key : ∀ x y : 𝒜, φ (x * (condAnnihilate a u * y))
      = ∑ i, conj (u i) * φ (x * (a i * y)) := by
    intro x y
    simp only [condAnnihilate, Finset.sum_mul, Finset.mul_sum, smul_mul_assoc, mul_smul_comm,
      map_sum, map_smul, smul_eq_mul]
  induction n with
  | zero => simp [hm.vac_one]
  | succ n ih =>
    rw [pow_succ (condAnnihilate a u), mul_assoc, key]
    simp only [vacuum_annihilate hm, Nat.add_sub_cancel, ih]
    calc ∑ i, conj (u i) * (((n + 1 : ℕ) : ℂ) * u i * (n.factorial : ℂ))
        = (∑ i, conj (u i) * u i) * (((n + 1 : ℕ) : ℂ) * (n.factorial : ℂ)) := by
          rw [Finset.sum_mul]
          exact Finset.sum_congr rfl fun i _ => by ring
      _ = ((n + 1).factorial : ℂ) := by
          rw [hu', Nat.factorial_succ, Nat.cast_mul, one_mul]

/-- Every two-body matrix element of the condensate factorises into mode amplitudes, multiplied
by the number `n (n - 1)` of ordered pairs and the squared norm `n!`. -/
theorem two_body_element (hm : VacuumModes a b φ) (u : ι → ℂ) (hu : ∑ i, ‖u i‖ ^ 2 = 1)
    (n : ℕ) (i j k l : ι) :
    φ (condAnnihilate a u ^ n * (b i * b j * (a k * a l)) * condCreate b u ^ n)
      = (n * (n - 1) * n.factorial) * (conj (u i) * conj (u j) * (u k * u l)) := by
  have e : condAnnihilate a u ^ n * (b i * b j * (a k * a l)) * condCreate b u ^ n
      = condAnnihilate a u ^ n * b i * (b j * (a k * (a l * condCreate b u ^ n))) := by
    simp only [mul_assoc]
  -- two creators act to the left, then two annihilators to the right
  rw [e, vacuum_create hm, ← mul_assoc (condAnnihilate a u ^ (n - 1)), vacuum_create hm,
    ← mul_assoc (condAnnihilate a u ^ (n - 1 - 1)), vacuum_annihilate hm,
    mul_assoc (condAnnihilate a u ^ (n - 1 - 1)), vacuum_annihilate hm,
    condensate_norm hm u hu]
  rcases n with _ | _ | n
  · simp
  · simp
  · simp only [Nat.add_sub_cancel, Nat.factorial_succ]
    push_cast
    ring

/-- The mean energy of `n` bosons condensed in the unit mode `u` is `n` times the one-body energy
of `u` plus `(g/2) n (n - 1) ∑ |u_i|⁴`. -/
theorem condensate_energy (hm : VacuumModes a b φ) (u : ι → ℂ) (hu : ∑ i, ‖u i‖ ^ 2 = 1)
    (h : ι → ι → ℂ) (g : ℝ) (n : ℕ) :
    φ (condAnnihilate a u ^ n * hamiltonian a b h g * condCreate b u ^ n) / (n.factorial : ℂ)
      = n * ∑ i, ∑ j, h i j * conj (u i) * u j
        + (g : ℂ) / 2 * (n * (n - 1)) * ∑ i, (‖u i‖ : ℂ) ^ 4 := by
  have hfac : (n.factorial : ℂ) ≠ 0 := Nat.cast_ne_zero.mpr n.factorial_ne_zero
  have h1 : ∀ i j, φ (condAnnihilate a u ^ n * (b i * a j) * condCreate b u ^ n)
      = (n * n.factorial) * (conj (u i) * u j) := by
    intro i j
    have e : condAnnihilate a u ^ n * (b i * a j) * condCreate b u ^ n
        = condAnnihilate a u ^ n * b i * (a j * condCreate b u ^ n) := by
      simp only [mul_assoc]
    rw [e, vacuum_create hm, vacuum_annihilate hm, condensate_norm hm u hu]
    rcases n with _ | n
    · simp
    · simp only [Nat.add_sub_cancel, Nat.factorial_succ]
      push_cast
      ring
  -- linearity of the vacuum functional splits the energy into matrix elements
  have hH : φ (condAnnihilate a u ^ n * hamiltonian a b h g * condCreate b u ^ n)
      = ∑ i, ∑ j, h i j * φ (condAnnihilate a u ^ n * (b i * a j) * condCreate b u ^ n)
        + (g : ℂ) / 2 * ∑ i, φ (condAnnihilate a u ^ n * (b i * b i * (a i * a i))
          * condCreate b u ^ n) := by
    simp only [hamiltonian, mul_add, add_mul, Finset.mul_sum, Finset.sum_mul, mul_smul_comm,
      smul_mul_assoc, map_add, map_sum, map_smul, smul_eq_mul, pow_two]
  have e1 : ∑ i, ∑ j, h i j * ((n * n.factorial : ℂ) * (conj (u i) * u j))
      = (n * n.factorial : ℂ) * ∑ i, ∑ j, h i j * conj (u i) * u j := by
    simp only [Finset.mul_sum]
    exact Finset.sum_congr rfl fun i _ => Finset.sum_congr rfl fun j _ => by ring
  have e2 : ∑ i, (n * (n - 1) * n.factorial : ℂ) * (conj (u i) * conj (u i) * (u i * u i))
      = (n * (n - 1) * n.factorial : ℂ) * ∑ i, (‖u i‖ : ℂ) ^ 4 := by
    rw [Finset.mul_sum]
    refine Finset.sum_congr rfl fun i _ => ?_
    linear_combination (n * (n - 1) * n.factorial : ℂ)
      * (conj (u i) * u i + (‖u i‖ : ℂ) ^ 2) * Complex.conj_mul' (u i)
  rw [div_eq_iff hfac, hH]
  simp only [h1, two_body_element hm u hu]
  rw [e1, e2]
  ring

omit [DecidableEq ι] in
/-- For a unit mode on `M` sites the interaction factor `∑ |u_i|⁴` is at least `1/M`, with equality
exactly when every site carries the density `1/M`. -/
theorem interaction_factor_bound (u : ι → ℂ) (hu : ∑ i, ‖u i‖ ^ 2 = 1) :
    1 / (Fintype.card ι : ℝ) ≤ ∑ i, ‖u i‖ ^ 4 ∧
      (∑ i, ‖u i‖ ^ 4 = 1 / (Fintype.card ι : ℝ) ↔
        ∀ i, ‖u i‖ ^ 2 = 1 / (Fintype.card ι : ℝ)) := by
  have hM : (Fintype.card ι : ℝ) ≠ 0 := by
    intro h0
    have : IsEmpty ι := Fintype.card_eq_zero_iff.mp (by exact_mod_cast h0)
    simp at hu
  -- the excess over `1/M` is the sum of squared density deviations
  have key : ∑ i, (‖u i‖ ^ 2 - 1 / (Fintype.card ι : ℝ)) ^ 2
      = ∑ i, ‖u i‖ ^ 4 - 1 / (Fintype.card ι : ℝ) := by
    have e : ∀ i, (‖u i‖ ^ 2 - 1 / (Fintype.card ι : ℝ)) ^ 2 = ‖u i‖ ^ 4
        - 2 / (Fintype.card ι : ℝ) * ‖u i‖ ^ 2 + 1 / (Fintype.card ι : ℝ) ^ 2 :=
      fun i => by ring
    have hc : (Fintype.card ι : ℝ) * (1 / (Fintype.card ι : ℝ) ^ 2)
        = 1 / (Fintype.card ι : ℝ) := by field_simp
    simp only [e]
    rw [Finset.sum_add_distrib, Finset.sum_sub_distrib, ← Finset.mul_sum, hu,
      Finset.sum_const, Finset.card_univ, nsmul_eq_mul, hc]
    ring
  have hnn : ∀ i ∈ Finset.univ, 0 ≤ (‖u i‖ ^ 2 - 1 / (Fintype.card ι : ℝ)) ^ 2 :=
    fun i _ => sq_nonneg _
  refine ⟨by linarith [Finset.sum_nonneg hnn], ?_⟩
  rw [← sub_eq_zero, ← key, Finset.sum_eq_zero_iff_of_nonneg hnn]
  simp only [Finset.mem_univ, true_implies, sq_eq_zero_iff, sub_eq_zero]

/-- The functional sending an operator on polynomials to the constant term of its value at `1`. -/
def polyVacuum (ι : Type*) : Module.End ℂ (MvPolynomial ι ℂ) →ₗ[ℂ] ℂ where
  toFun T := MvPolynomial.constantCoeff (T 1)
  map_add' S T := by simp
  map_smul' c T := by simp [MvPolynomial.smul_eq_C_mul]

omit [Fintype ι] in
/-- Partial derivatives and multiplications by the variables, acting on polynomials, are bosonic
modes with vacuum functional `polyVacuum`. -/
theorem vacuumModes_witness :
    VacuumModes (fun i : ι => ((MvPolynomial.pderiv i).toLinearMap :
        Module.End ℂ (MvPolynomial ι ℂ)))
      (fun i => LinearMap.mulLeft ℂ (MvPolynomial.X i)) (polyVacuum ι) where
  ccr i j := by
    apply LinearMap.ext
    intro p
    by_cases h : i = j
    · subst h
      simp [Module.End.mul_apply, Derivation.leibniz]
    · simp [Module.End.mul_apply, Derivation.leibniz, h,
        MvPolynomial.pderiv_X_of_ne (Ne.symm h)]
  vac_one := by simp [polyVacuum]
  vac_right x i := by simp [polyVacuum, Module.End.mul_apply]
  vac_left i x := by simp [polyVacuum, Module.End.mul_apply]

end

end CondensateMeanFieldEnergy
```

```lean
#print axioms CondensateMeanFieldEnergy.condensate_energy
-- 'CondensateMeanFieldEnergy.condensate_energy' depends on axioms: [propext, Classical.choice, Quot.sound]
#print axioms CondensateMeanFieldEnergy.interaction_factor_bound
-- 'CondensateMeanFieldEnergy.interaction_factor_bound' depends on axioms: [propext, Classical.choice, Quot.sound]
```

## The energy of the condensate

Let ι be a finite set of lattice sites. Each site i has an annihilator a_i and a creator b_i, both elements of a complex algebra 𝒜. A condensate mode is a set of complex amplitudes u_i with Σ_i |u_i|² = 1, and its operators are

B = Σ_i u_i b_i,  A = Σ_i conj(u_i) a_i.

In the file these are `condCreate b u` and `condAnnihilate a u`. The Hamiltonian is

H = Σ_ij h_ij b_i a_j + (g/2) Σ_i b_i² a_i².

The theorem `condensate_energy` states that, for every natural number n,

φ(Aⁿ H Bⁿ) / n! = n Σ_ij h_ij conj(u_i) u_j + (g/2) n(n−1) Σ_i |u_i|⁴.

In Fock space, φ(x) is the vacuum expectation value ⟨0|x|0⟩ and b_i is the adjoint of a_i. The left side is then the expectation value of H in the normalised state Bⁿ|0⟩/√(n!), in which all n bosons occupy the mode u. The matrix h holds site energies on its diagonal and hopping amplitudes off it. The operator b_i² a_i² counts ordered pairs of bosons on site i, so each unordered pair on a site costs an energy g.

The structure `VacuumModes` collects what is assumed about the operators. Its field `ccr` is the relation a_i b_j − b_j a_i = δ_ij. The field `vac_one` says φ(1) = 1, while `vac_right` and `vac_left` express a_i|0⟩ = 0 and ⟨0|b_i = 0. Commutation of the annihilators among themselves, or of the creators, is not required. The algebra needs no adjoint either, because the bra is written out explicitly as Aⁿ.

The coupling g is real, but h may be any complex matrix, so the energy is stated as a complex number; it is real when h is Hermitian.

The condensate is a given state here: nothing is proved about whether bosons condense, or about the ground state of H. For a Hermitian h on a finite lattice, the formula is the energy that a variational calculation for the Bose–Hubbard model minimises over u when its trial states are restricted to a single occupied mode.

## Removing bosons one at a time

Suppose that xy − yx = c, with c a number. Then

x yⁿ = yⁿ x + n c yⁿ⁻¹,

where the last term is zero for n = 0. The induction step is

x yⁿ⁺¹ = (yⁿ x + n c yⁿ⁻¹) y = yⁿ (yx + c) + n c yⁿ = yⁿ⁺¹ x + (n+1) c yⁿ.

This is `mul_pow_of_scalar_commutator`. It applies to a_j and B, because

a_j B − B a_j = Σ_i u_i δ_ji = u_j.

Inside φ, the term that ends in a_j vanishes. For any x in 𝒜 this leaves

φ(x a_j Bⁿ) = n u_j φ(x Bⁿ⁻¹),

which is `vacuum_annihilate`. On the other side, b_i A − A b_i = −conj(u_i), and therefore

Aⁿ b_i = b_i Aⁿ + n conj(u_i) Aⁿ⁻¹.

The term that begins with b_i vanishes inside φ, which gives `vacuum_create`:

φ(Aⁿ b_i x) = n conj(u_i) φ(Aⁿ⁻¹ x).

The squared norm of Bⁿ|0⟩ follows by induction in `condensate_norm`. It starts from φ(1) = 1, and expanding one factor A gives

φ(Aⁿ⁺¹ Bⁿ⁺¹) = Σ_i conj(u_i) φ(Aⁿ a_i Bⁿ⁺¹) = (n+1) Σ_i |u_i|² φ(Aⁿ Bⁿ) = (n+1) n! = (n+1)!.

## One-body and two-body terms

For n ≥ 1, one creator acting to the left and one annihilator acting to the right give

φ(Aⁿ b_i a_j Bⁿ) = n² conj(u_i) u_j (n−1)! = n · n! conj(u_i) u_j.

For n = 0 both ends are zero. With two of each and n ≥ 2, the factors n and n−1 appear once from the left and once from the right:

φ(Aⁿ b_i b_j a_k a_l Bⁿ) = [n(n−1)]² (n−2)! conj(u_i) conj(u_j) u_k u_l
= n(n−1) n! conj(u_i) conj(u_j) u_k u_l.

This is `two_body_element`. Its proof applies `vacuum_create` twice, `vacuum_annihilate` twice and then `condensate_norm`. The `rcases` step separates n = 0 and n = 1, where both sides vanish, from the general case, which `ring` closes once the factorial has been expanded.

The energy is a linear combination of these elements. In `condensate_energy`, the step `h1` is the one-body element and `hH` uses linearity to split φ(Aⁿ H Bⁿ) into the two sums. The contact term needs only i = j = k = l, where

conj(u_i)² u_i² = |u_i|⁴.

The step `e2` makes this replacement, and division by n! gives the stated energy. The factor n(n−1) is exact at every n, so a single boson has no interaction energy.

The same argument covers interactions between different sites. For (1/2) Σ_ij V_ij b_i b_j a_j a_i, summing the two-body elements gives the mean energy

(1/2) n(n−1) Σ_ij V_ij |u_i|² |u_j|².

## Uniform density minimises the factor Σ_i |u_i|⁴

The factor Σ_i |u_i|⁴ measures how strongly the mode is concentrated on few sites. On M sites, the unit norm gives

Σ_i (|u_i|² − 1/M)² = Σ_i |u_i|⁴ − 2/M + 1/M = Σ_i |u_i|⁴ − 1/M.

The left side is a sum of squares, so Σ_i |u_i|⁴ ≥ 1/M, with equality exactly when |u_i|² = 1/M on every site. This is `interaction_factor_bound`, and the identity is its step `key`. The phases of the u_i remain free. For g > 0 and n ≥ 2, and among states with all bosons in one mode, the repulsion alone therefore favours an even spread over the lattice, although the one-body term may favour another mode.

## Polynomials as a Fock space

The theorem `vacuumModes_witness` supplies operators that satisfy all the assumptions. They act on complex polynomials in variables X_i: a_i is the partial derivative ∂_i, and b_i is multiplication by X_i. The product rule gives the commutator,

∂_i(X_j p) − X_j ∂_i p = δ_ij p.

The functional `polyVacuum` applies an operator to the polynomial 1 and takes the constant term of the result. It vanishes on x a_i because the derivative of 1 is zero, and on b_i x because a multiple of X_i has no constant term. The polynomial 1 plays the part of the vacuum, and monomials play the part of unnormalised number states.

## A mode that is not normalised

The condition Σ_i |u_i|² = 1 is what makes n! the right normalisation. Take one site with u = 2, h = 1, g = 0 and n = 2, so that B = 2b, A = 2a and H = ba counts bosons. Since φ(a² b²) = 2,

φ(A² H B²) / 2! = 16 · 2 · φ(a² b²) / 2 = 32,

whereas the right side of the energy formula would be 2 · |u|² = 8. Dividing by the true squared norm φ(A² B²) = 32 in place of 2! gives 64/32 = 2, the correct mean number of bosons.
